# Form-factor combinations fixed by a linear least-squares fit form the row space of the Jacobian

Let $x\in\mathbb R^n$ hold corrections to the form factors of an empirical pseudopotential, and let $b\in\mathbb R^m$ hold the target band energies minus those of the starting potential. The real $m\times n$ Jacobian $J$ has entries $J_{ij}$, the response of energy $i$ to form factor $j$. In Lean, `m` and `n` are arbitrary finite index types, vectors are functions such as `n → ℝ`, `*ᵥ` applies a matrix to a vector and `⬝ᵥ` is the dot product.

```lean
import Mathlib

open Matrix

namespace PseudopotentialFit

variable {m n : Type*} [Fintype m] [Fintype n]
```

The misfit is $M(x)=(Jx-b)\cdot(Jx-b)$, without a prefactor $\tfrac12$ and with equal weights for all data.

```lean
/-- The squared Euclidean norm of the residual `J x - b`, where `x` holds the form-factor
corrections, `b` the band-energy discrepancies and `J` the sensitivities. -/
def misfit (J : Matrix m n ℝ) (b : m → ℝ) (x : n → ℝ) : ℝ :=
  (J *ᵥ x - b) ⬝ᵥ (J *ᵥ x - b)
```

A best fit is a global minimizer of $M$ over all of $\mathbb R^n$.

```lean
/-- A best fit is a set of form-factor corrections that minimizes the misfit globally. -/
def IsBestFit (J : Matrix m n ℝ) (b : m → ℝ) (x : n → ℝ) : Prop :=
  ∀ y, misfit J b x ≤ misfit J b y
```

A coefficient vector $c\in\mathbb R^n$ defines the combination $c\cdot x=\sum_j c_jx_j$. It counts as fixed by the data if all best fits for the given $b$ agree on its value. This says nothing about how strongly noise in $b$ affects that value.

```lean
/-- The combination `c · x` of form factors is fixed by the data if it has the same value
at all best fits. -/
def IsFixedByData (J : Matrix m n ℝ) (b : m → ℝ) (c : n → ℝ) : Prop :=
  ∀ x y, IsBestFit J b x → IsBestFit J b y → c ⬝ᵥ x = c ⬝ᵥ y
```

The row space is the set of linear combinations of the rows of $J$.

```lean
/-- The row space of the Jacobian: the linear span of its rows. -/
def rowSpace (J : Matrix m n ℝ) : Submodule ℝ (n → ℝ) :=
  Submodule.span ℝ (Set.range J.row)
```

The result is that $c\cdot x$ is fixed by the data if and only if $c$ lies in the row space. For an empirical pseudopotential fit linearised about a starting potential, this tells which combinations of form factors the chosen band energies determine.

## Linear response and unrestricted corrections

Physically, the energies are taken to shift by $Jx$, and every real correction is allowed. True band energies depend nonlinearly on the form factors, so the result concerns one linearised fit.

Linearity enters by hand in the expansion of the misfit. With $r=Jx-b$,
$$M(x+v)=(r+Jv)\cdot(r+Jv)=M(x)+2\,v\cdot J^Tr+Jv\cdot Jv,$$
because $r\cdot Jv=v\cdot J^Tr$. In the proof, `misfit_add` moves the transpose in the same way and then compares the sums term by term.

```lean
/-- Changing the form factors by `v` adds to the misfit the linear term `2 v · Jᵀ (J x - b)` and the
quadratic term `J v · J v`. -/
theorem misfit_add (J : Matrix m n ℝ) (b : m → ℝ) (x v : n → ℝ) :
    misfit J b (x + v) = misfit J b x + 2 * (v ⬝ᵥ (Jᵀ *ᵥ (J *ᵥ x - b)))
      + (J *ᵥ v) ⬝ᵥ (J *ᵥ v) := by
  -- move the transpose to the other factor, then compare the sums term by term
  rw [Matrix.dotProduct_mulVec, Matrix.vecMul_transpose]
  unfold misfit
  rw [Matrix.mulVec_add]
  simp only [dotProduct, Pi.add_apply, Pi.sub_apply, Finset.mul_sum,
    ← Finset.sum_add_distrib]
  apply Finset.sum_congr rfl
  intro i _
  ring
```

The freedom to choose any correction gives the normal equations $J^T(Jx-b)=0$. If they hold, put $v=y-x$ in the expansion: $M(y)=M(x)+J(y-x)\cdot J(y-x)\ge M(x)$, so $x$ is a best fit.

Conversely, let $x$ be a best fit, and set $g=J^Tr$, $Q=Jg\cdot Jg\ge0$ and $t=g\cdot g/(Q+1)$. Comparing $x$ with $x-tg$ gives
$$0\le-2t\,g\cdot g+t^2Q=-2t^2(Q+1)+t^2Q=-t^2(Q+2).$$
Hence $t=0$, so $g\cdot g=0$ and $g=0$. The Lean proof takes the same trial step; `nlinarith` derives $t^2\le0$.

```lean
/-- The best fits are exactly the solutions of the normal equations `Jᵀ (J x - b) = 0`. -/
theorem isBestFit_iff_normal (J : Matrix m n ℝ) (b : m → ℝ) (x : n → ℝ) :
    IsBestFit J b x ↔ Jᵀ *ᵥ (J *ᵥ x - b) = 0 := by
  have nonneg : ∀ u : m → ℝ, 0 ≤ u ⬝ᵥ u := fun u =>
    Finset.sum_nonneg fun i _ => mul_self_nonneg (u i)
  constructor
  · intro hx
    obtain ⟨g, hg⟩ : ∃ g, g = Jᵀ *ᵥ (J *ᵥ x - b) := ⟨_, rfl⟩
    rw [← hg]
    have hQ := nonneg (J *ᵥ g)
    -- the step `-t g`, against the gradient `2 g`, would lower the misfit unless t = 0
    obtain ⟨t, ht⟩ : ∃ t : ℝ, t * ((J *ᵥ g) ⬝ᵥ (J *ᵥ g) + 1) = g ⬝ᵥ g :=
      ⟨(g ⬝ᵥ g) / ((J *ᵥ g) ⬝ᵥ (J *ᵥ g) + 1), div_mul_cancel₀ _ (by linarith)⟩
    have h := hx (x + (-t) • g)
    rw [misfit_add, ← hg, Matrix.mulVec_smul, smul_dotProduct, smul_dotProduct,
      dotProduct_smul] at h
    simp only [smul_eq_mul] at h
    have e : t * (g ⬝ᵥ g) = t ^ 2 * ((J *ᵥ g) ⬝ᵥ (J *ᵥ g) + 1) := by
      linear_combination (-t) * ht
    have ht2 : t ^ 2 ≤ 0 := by
      nlinarith [mul_nonneg (sq_nonneg t) hQ]
    have ht0 : t = 0 :=
      (pow_eq_zero_iff two_ne_zero).1 (le_antisymm ht2 (sq_nonneg t))
    rw [ht0, zero_mul] at ht
    exact dotProduct_self_eq_zero.1 ht.symm
  · intro hx y
    have h := misfit_add J b x (y - x)
    rw [hx, dotProduct_zero, add_sub_cancel] at h
    linarith [nonneg (J *ᵥ (y - x))]
```

Without linearity the equivalence can fail. If one datum has the model value $x^2$ and the target $1$, both $x=1$ and $x=-1$ fit perfectly. The derivative is nonzero at each, so its row space is all of $\mathbb R$, yet $x$ is not fixed. Restricting the corrections can also break it: for $J=(1\;\;1)$, $b=0$ and $x_j\ge0$, the only best fit is $x=0$, which fixes every combination, including those outside the row space. These counterexamples and the ones below are argued in prose and do not appear in the code.

## Real sensitivities

Band energies are real, and complex form factors can be entered through their real and imaginary parts. The derivation uses reality through the fact that a sum of real squares vanishes only if every term does. If $J^TJv=0$, then
$$0=v\cdot J^TJv=Jv\cdot Jv,$$
so $Jv=0$. A change of form factors that is invisible to $J^TJ$ is therefore invisible to the energies themselves. In the proof, this is the call to `dotProduct_self_eq_zero`.

```lean
/-- A change of form factors annihilated by `Jᵀ J` leaves all linearised band energies
unchanged. -/
theorem mulVec_eq_zero_of_normal (J : Matrix m n ℝ) (v : n → ℝ)
    (h : Jᵀ *ᵥ (J *ᵥ v) = 0) : J *ᵥ v = 0 := by
  have h1 : v ⬝ᵥ (Jᵀ *ᵥ (J *ᵥ v)) = (J *ᵥ v) ⬝ᵥ (J *ᵥ v) := by
    rw [Matrix.dotProduct_mulVec, Matrix.vecMul_transpose]
  rw [h, dotProduct_zero] at h1
  exact dotProduct_self_eq_zero.1 h1.symm
```

With complex entries and a transpose that does not conjugate, the step fails: the column $J=(1,\mathrm i)^T$ has $J^TJ=1+\mathrm i^2=0$, although $J\ne0$.

## Finitely many energies and form factors

A fit uses a finite list of energies and a finite set of form factors, the remaining ones being held at their starting values. Finiteness first lets membership in the row space be written with one weight $w_i$ per datum: $c_j=\sum_i w_iJ_{ij}$, or $c=J^Tw$. Lean writes this as `w ᵥ* J = c`.

```lean
omit [Fintype n] in
/-- A combination lies in the row space exactly when it is a weighted sum `w J` of the
rows of the Jacobian. -/
theorem mem_rowSpace_iff_exists (J : Matrix m n ℝ) (c : n → ℝ) :
    c ∈ rowSpace J ↔ ∃ w : m → ℝ, w ᵥ* J = c := by
  have e : ∀ w : m → ℝ, ∑ i, w i • J.row i = w ᵥ* J := by
    intro w
    ext j
    simp [Matrix.vecMul, dotProduct, Finset.sum_apply]
  rw [rowSpace, Submodule.mem_span_range_iff_exists_fun]
  simp only [e]
```

The row space can also be described by the changes that it does not see: $c$ lies in it exactly when $c\cdot v=0$ for every $v$ with $Jv=0$. One direction is direct, since $c=J^Tw$ gives $c\cdot v=w\cdot Jv=0$.

For the other, suppose that $c$ vanishes on the kernel of $J$. Define a functional on the range of $J$ by $\gamma(Jv)=c\cdot v$. It is well defined, because $Jv=Jv'$ implies $c\cdot(v-v')=0$. Extend $\gamma$ linearly to $\mathbb R^m$ and set $w_i=\gamma(e_i)$, with $e_i$ the unit vectors. Then $\gamma(u)=w\cdot u$ for all $u$, and inserting the $j$th unit vector of $\mathbb R^n$ for $v$ gives $c_j=\sum_iw_iJ_{ij}$.

In Lean, `φ` is the functional $v\mapsto c\cdot v$, and `LinearMap.range_dualMap_eq_dualAnnihilator_ker` supplies the extended functional, called `g` there. The finite sum over data then turns it into weights.

```lean
/-- A combination lies in the row space exactly when it vanishes on every change of form
factors that leaves the linearised band energies unchanged. -/
theorem mem_rowSpace_iff_ker (J : Matrix m n ℝ) (c : n → ℝ) :
    c ∈ rowSpace J ↔ ∀ v, J *ᵥ v = 0 → c ⬝ᵥ v = 0 := by
  classical
  rw [mem_rowSpace_iff_exists]
  constructor
  · rintro ⟨w, rfl⟩ v hv
    rw [← Matrix.dotProduct_mulVec, hv, dotProduct_zero]
  · intro h
    let φ : (n → ℝ) →ₗ[ℝ] ℝ :=
      { toFun := fun v => c ⬝ᵥ v
        map_add' := fun v w => dotProduct_add c v w
        map_smul' := fun r v => dotProduct_smul r c v }
    -- a functional that vanishes on the kernel of J factors through J
    have hφ : φ ∈ LinearMap.range J.mulVecLin.dualMap := by
      rw [LinearMap.range_dualMap_eq_dualAnnihilator_ker, Submodule.mem_dualAnnihilator]
      intro v hv
      exact h v (by simpa using hv)
    obtain ⟨g, hg⟩ := hφ
    refine ⟨fun i => g (fun k => if i = k then 1 else 0), ?_⟩
    ext j
    have hj : g (J *ᵥ Pi.single j 1) = c ⬝ᵥ Pi.single j 1 :=
      LinearMap.congr_fun hg (Pi.single j 1)
    rw [LinearMap.pi_apply_eq_sum_univ g, Matrix.mulVec_single_one,
      dotProduct_single_one] at hj
    rw [← hj]
    simp only [Matrix.vecMul, dotProduct, smul_eq_mul]
    exact Finset.sum_congr rfl fun i _ => mul_comm _ _
```

This criterion, applied to $J^TJ$, produces a best fit for any data. If $J^TJv=0$, then $Jv=0$ and $(J^Tb)\cdot v=b\cdot Jv=0$. So $J^Tb$ lies in the row space of $J^TJ$. As $J^TJ$ is symmetric, there is a $w\in\mathbb R^n$ with $J^TJw=J^Tb$, and this $w$ solves the normal equations. The proof follows these steps and ends with `isBestFit_iff_normal`.

```lean
/-- For every Jacobian and every data vector there is a best fit. -/
theorem exists_isBestFit (J : Matrix m n ℝ) (b : m → ℝ) : ∃ x, IsBestFit J b x := by
  -- Jᵀ b vanishes on the kernel of Jᵀ J, so the normal equations can be solved
  have h : Jᵀ *ᵥ b ∈ rowSpace (Jᵀ * J) := by
    rw [mem_rowSpace_iff_ker]
    intro v hv
    rw [← Matrix.mulVec_mulVec] at hv
    rw [dotProduct_comm, Matrix.dotProduct_mulVec, Matrix.vecMul_transpose,
      mulVec_eq_zero_of_normal J v hv, zero_dotProduct]
  obtain ⟨w, hw⟩ := (mem_rowSpace_iff_exists _ _).1 h
  rw [← Matrix.mulVec_transpose, Matrix.transpose_mul, Matrix.transpose_transpose,
    ← Matrix.mulVec_mulVec] at hw
  exact ⟨w, (isBestFit_iff_normal J b w).2 (by rw [Matrix.mulVec_sub, hw, sub_self])⟩
```

With infinitely many data and parameters a best fit may not exist. On square-summable sequences, take $(Jx)_k=x_k/k$ and $b_k=1/k$ for $k\ge1$. Truncated sequences of ones make the misfit arbitrarily small, but zero misfit would require $x_k=1$ for all $k$, which is not square-summable. Every combination would then count as fixed merely because there are no best fits to compare.

## Two converged fits, with no condition on rank or data

The definition of a fixed combination compares only points that are best fits, that is, fully converged solutions of the linearised problem. The Jacobian may have any rank, and $b$ need not be reproducible by any $x$.

Suppose first that $c\cdot x$ is fixed and that $Jv=0$. Take a best fit $x$. Since $J(x+v)=Jx$, the point $x+v$ is also a best fit, so $c\cdot(x+v)=c\cdot x$ and $c\cdot v=0$. By the kernel criterion, $c$ lies in the row space.

Conversely, let $c$ lie in the row space and let $x$ and $y$ be best fits. Subtracting their normal equations gives $J^TJ(x-y)=0$, hence $J(x-y)=0$ and $c\cdot x=c\cdot y$. This is where convergence is used, and in the proof it enters as `hx` and `hy`, rewritten as normal equations.

```lean
/-- A combination of form factors has the same value at all best fits if and only if its
coefficient vector lies in the row space of the Jacobian. -/
theorem isFixedByData_iff_mem_rowSpace (J : Matrix m n ℝ) (b : m → ℝ) (c : n → ℝ) :
    IsFixedByData J b c ↔ c ∈ rowSpace J := by
  rw [mem_rowSpace_iff_ker]
  constructor
  · intro h v hv
    obtain ⟨x, hx⟩ := exists_isBestFit J b
    -- a kernel vector can be added to a best fit at no cost
    have hxv : IsBestFit J b (x + v) := by
      intro y
      unfold misfit
      rw [Matrix.mulVec_add, hv, add_zero]
      exact hx y
    have h1 := h (x + v) x hxv hx
    rw [dotProduct_add] at h1
    linarith
  · intro h x y hx hy
    rw [isBestFit_iff_normal] at hx hy
    -- two best fits differ by a kernel vector
    have e : J *ᵥ (x - y) = (J *ᵥ x - b) - (J *ᵥ y - b) := by
      rw [Matrix.mulVec_sub]
      abel
    have hd : J *ᵥ (x - y) = 0 :=
      mulVec_eq_zero_of_normal J _ (by rw [e, Matrix.mulVec_sub, hx, hy, sub_zero])
    have h1 := h _ hd
    rw [dotProduct_sub] at h1
    linarith
```

For points that are not best fits the agreement can be lost: with $J=(1\;\;1)$, $b=2$ and $c=(1,1)$, the points $(0,0)$ and $(1,0)$ give the values $0$ and $1$.

A condition on rank is needed only for a unique best fit. If the best fit is unique, every $c$ is fixed, so the row space is all of $\mathbb R^n$. If the row space is everything and $x,y$ are best fits, choose $c=y-x$. Then $c\cdot y=c\cdot x$ reads $(y-x)\cdot(y-x)=0$, so $y=x$. The Lean proof makes the same choice of $c$.

```lean
/-- The best fit is unique if and only if the rows of the Jacobian span the whole space of
form-factor combinations. -/
theorem existsUnique_isBestFit_iff (J : Matrix m n ℝ) (b : m → ℝ) :
    (∃! x, IsBestFit J b x) ↔ rowSpace J = ⊤ := by
  constructor
  · intro hu
    rw [Submodule.eq_top_iff']
    intro c
    exact (isFixedByData_iff_mem_rowSpace J b c).1 fun x y hx hy => by
      rw [hu.unique hx hy]
  · intro h
    obtain ⟨x, hx⟩ := exists_isBestFit J b
    refine ⟨x, hx, fun y hy => ?_⟩
    -- test the difference of two best fits against itself
    have hc : y - x ∈ rowSpace J := by
      rw [h]
      exact Submodule.mem_top
    have h1 := (isFixedByData_iff_mem_rowSpace J b (y - x)).2 hc y x hy hx
    exact sub_eq_zero.1 (dotProduct_self_eq_zero.1 (by rw [dotProduct_sub, h1, sub_self]))
```

When the rank is too small, some combinations stay open. Let one energy respond with sensitivity $1$ to each of two form factors, so that $J=(1\;\;1)$. The row space consists of the vectors $w(1,1)$ with $w$ real, and $c=(c_0,c_1)$ is of this form exactly when $c_0=c_1$. The sum of the two corrections is fixed and their difference is not, whatever the datum. In Lean, the constant weight `c 0` proves the direction from equal coefficients to membership.

```lean
/-- If a single datum responds with sensitivity 1 to each of two form factors, it fixes exactly the
combinations in which both have the same coefficient. -/
theorem isFixedByData_equal_sensitivities (b : Fin 1 → ℝ) (c : Fin 2 → ℝ) :
    IsFixedByData !![1, 1] b c ↔ c 0 = c 1 := by
  rw [isFixedByData_iff_mem_rowSpace, mem_rowSpace_iff_exists]
  constructor
  · rintro ⟨w, rfl⟩
    simp [Matrix.vecMul, dotProduct]
  · intro h
    refine ⟨fun _ => c 0, ?_⟩
    ext j
    fin_cases j <;> simp [Matrix.vecMul, dotProduct, h]

end PseudopotentialFit
```

```lean
#print axioms PseudopotentialFit.isFixedByData_iff_mem_rowSpace
-- 'PseudopotentialFit.isFixedByData_iff_mem_rowSpace' depends on axioms: [propext, Classical.choice, Quot.sound]
#print axioms PseudopotentialFit.existsUnique_isBestFit_iff
-- 'PseudopotentialFit.existsUnique_isBestFit_iff' depends on axioms: [propext, Classical.choice, Quot.sound]
#print axioms PseudopotentialFit.isFixedByData_equal_sensitivities
-- 'PseudopotentialFit.isFixedByData_equal_sensitivities' depends on axioms: [propext, Classical.choice, Quot.sound]
```
